# Exact Hartree–Fock energy change when one occupied spin orbital is rotated

A Hartree–Fock energy that is not yet minimal can often be lowered by mixing an occupied spin orbital $i$ with a virtual one $a$ and choosing the mixing angle $t$. No new Fock matrix is needed for each trial angle. For real orbitals in a finite basis, with the other occupied orbitals frozen, five numbers known at $t=0$ fix the energy change at every angle: $F_{ia}$, $F_{aa}$, $F_{ii}$, $J_{ia}$ and $K_{ia}$.

## Integrals, density and energy

The finite type `n` labels the spin-orbital basis functions; it is not an electron number. The matrix $h$ holds the one-electron integrals, and `g p q r s` is the two-electron integral $(pq|rs)$ in charge-cloud order, spin included.

```lean
import Mathlib

open Matrix

namespace HartreeFockSingleRotation

noncomputable section

variable {n : Type*} [Fintype n] (h : Matrix n n ℝ) (g : n → n → n → n → ℝ)
```

For real basis functions, $(pq|rs)$ is unchanged when $p,q$ are exchanged, when $r,s$ are exchanged, and when the two pairs are exchanged. These three rules generate all eight permutations.

```lean
/-- The eightfold permutation symmetry of real two-electron integrals `g p q r s = (pq|rs)`. -/
structure EightfoldSymmetric : Prop where
  bra : ∀ p q r s, g p q r s = g q p r s
  ket : ∀ p q r s, g p q r s = g p q s r
  swap : ∀ p q r s, g p q r s = g r s p q
```

A density matrix $D$ produces a direct field minus an exchange field,
$$G(D)_{pq}=\sum_{rs}D_{rs}\,[(pq|rs)-(pr|qs)].$$

```lean
/-- The mean field of a density matrix in a spin-orbital basis: direct minus exchange part. -/
def meanField (D : Matrix n n ℝ) : Matrix n n ℝ :=
  Matrix.of fun p q => ∑ r, ∑ s, D r s * (g p q r s - g p r q s)
```

The Fock matrix is $F(D)=h+G(D)$.

```lean
/-- The Fock matrix: one-electron part plus mean field. -/
def fock (D : Matrix n n ℝ) : Matrix n n ℝ := h + meanField g D
```

The energy counts each pair interaction once, hence the factor one half:
$$E(D)=\operatorname{tr}(Dh)+\tfrac12\operatorname{tr}(D\,G(D)).$$
Nuclear repulsion is left out, since it cancels in energy differences at fixed nuclei.

```lean
/-- The electronic Hartree-Fock energy of a density matrix, without nuclear repulsion. -/
def energy (D : Matrix n n ℝ) : ℝ := trace (D * h) + 1 / 2 * trace (D * meanField g D)
```

Orbitals are real coefficient vectors. In particular, `i` and `a` are vectors here, not indices. For vectors $u,v$ the Coulomb integral is $J_{uv}=(uu|vv)$.

```lean
/-- The Coulomb integral `J_uv = (uu|vv)`. -/
def coulomb (u v : n → ℝ) : ℝ :=
  ∑ p, ∑ q, ∑ r, ∑ s, u p * u q * v r * v s * g p q r s
```

The exchange integral is $K_{uv}=(uv|uv)$.

```lean
/-- The exchange integral `K_uv = (uv|uv)`. -/
def exchange (u v : n → ℝ) : ℝ :=
  ∑ p, ∑ q, ∑ r, ∑ s, u p * u q * v r * v s * g p r q s
```

The rotated orbital is $i_t=\cos t\;i+\sin t\;a$.

```lean
/-- The vector `cos(t) i + sin(t) a`. -/
def rotated (i a : n → ℝ) (t : ℝ) : n → ℝ := Real.cos t • i + Real.sin t • a
```

## Exchange removes self-repulsion

The field is linear in the density, so $G(A-B)=G(A)-G(B)$. Lean checks this entry by entry.

```lean
/-- The mean field of a difference of densities is the difference of their mean fields. -/
theorem meanField_sub (A B : Matrix n n ℝ) :
    meanField g (A - B) = meanField g A - meanField g B := by
  ext p q
  simp only [meanField, Matrix.of_apply, Matrix.sub_apply, sub_mul, Finset.sum_sub_distrib]
```

The matrix $xy^T$ is `vecMulVec x y`. Two such products interact by
$$\operatorname{tr}(xy^T G(zw^T))=\sum_{pqrs}x_p y_q z_r w_s\,[(qp|rs)-(qr|ps)].$$
Exchanging $x$ and $z$, then renaming $p\leftrightarrow r$, swaps the two integrals and changes the sign. When all four vectors are equal, the interaction is its own negative and therefore zero: an orbital does not repel itself. In the proof, `key` is the displayed sum and `swap` is the renaming. No symmetry of $g$ is used.

```lean
/-- The interaction of two orbital products changes sign when their first orbitals are
exchanged. -/
theorem interaction_antisymm (x y z w : n → ℝ) :
    trace (vecMulVec x y * meanField g (vecMulVec z w)) =
      -trace (vecMulVec z y * meanField g (vecMulVec x w)) := by
  have key : ∀ x z : n → ℝ, trace (vecMulVec x y * meanField g (vecMulVec z w)) =
      ∑ p, ∑ q, ∑ r, ∑ s, x p * y q * z r * w s * (g q p r s - g q r p s) := by
    intro x z
    simp only [trace, diag_apply, mul_apply, meanField, Matrix.of_apply, vecMulVec_apply,
      Finset.mul_sum, mul_assoc]
  -- exchange the names of the first and third summation index
  have swap : ∀ f : n → n → n → n → ℝ,
      ∑ p, ∑ q, ∑ r, ∑ s, f p q r s = ∑ r, ∑ q, ∑ p, ∑ s, f p q r s := fun f =>
    Finset.sum_comm.trans
      ((Finset.sum_congr rfl fun q _ => Finset.sum_comm).trans Finset.sum_comm)
  rw [key, key, swap]
  simp only [← Finset.sum_neg_distrib]
  refine Finset.sum_congr rfl fun p _ => Finset.sum_congr rfl fun q _ =>
    Finset.sum_congr rfl fun r _ => Finset.sum_congr rfl fun s _ => ?_
  ring
```

The interaction is also symmetric between the two densities:
$$\operatorname{tr}(A\,G(B))=\operatorname{tr}(B\,G(A)).$$
After the two index pairs are renamed, this follows from $(pq|rs)=(sr|qp)$, which is `e` in the proof.

```lean
variable {g}

/-- For eightfold symmetric integrals, the interaction of density `A` with the field of `B`
equals that of `B` with the field of `A`. -/
theorem interaction_comm (hg : EightfoldSymmetric g) (A B : Matrix n n ℝ) :
    trace (A * meanField g B) = trace (B * meanField g A) := by
  have key : ∀ A B : Matrix n n ℝ, trace (A * meanField g B) =
      ∑ x : n × n, ∑ y : n × n, A x.1 x.2 * B y.1 y.2 *
        (g x.2 x.1 y.1 y.2 - g x.2 y.1 x.1 y.2) := by
    intro A B
    simp only [trace, diag_apply, mul_apply, meanField, Matrix.of_apply,
      Fintype.sum_prod_type, Finset.mul_sum, mul_assoc]
  have e : ∀ p q r s, g p q r s = g s r q p := fun p q r s =>
    (hg.swap _ _ _ _).trans ((hg.bra _ _ _ _).trans (hg.ket _ _ _ _))
  rw [key, key]
  refine Finset.sum_comm.trans ?_
  refine Finset.sum_congr rfl fun y _ => Finset.sum_congr rfl fun x _ => ?_
  rw [e x.2 x.1 y.1 y.2, e x.2 y.1 x.1 y.2]
  ring
```

## The energy is exactly quadratic in the density

Put $\Delta=D'-D$. Expanding $\tfrac12\operatorname{tr}(D'G(D'))$ gives two equal cross terms, which combine to $\operatorname{tr}(\Delta\,G(D))$. Together with $\operatorname{tr}(\Delta h)$ they form the Fock term:
$$E(D')=E(D)+\operatorname{tr}(\Delta F(D))+\tfrac12\operatorname{tr}(\Delta\,G(\Delta)).$$
The final `linear_combination` uses the equality of the cross terms.

```lean
/-- For eightfold symmetric integrals, the energy of `D'` is an exact second-order expansion
about `D`, whose first-order term is given by the Fock matrix of `D`. -/
theorem energy_expansion (hg : EightfoldSymmetric g) (D D' : Matrix n n ℝ) :
    energy h g D' = energy h g D + trace ((D' - D) * fock h g D)
      + 1 / 2 * trace ((D' - D) * meanField g (D' - D)) := by
  have s := interaction_comm hg D' D
  simp only [meanField_sub, energy, fock, Matrix.sub_mul, Matrix.mul_sub, Matrix.mul_add,
    trace_sub, trace_add]
  linear_combination (-1 / 2) * s
```

## Interaction of the rotated orbital with the old one

Write
$$i_t i_t^T=\cos t\; i\,i_t^T+\sin t\cos t\; a\,i^T+\sin^2 t\; a\,a^T.$$
The first product shares its left vector with $ii^T$, and the second shares its right vector. Exchanging the left vectors changes the sign of an interaction. For the first product this exchange changes nothing, and for the second it only swaps the two densities, which leaves the interaction unchanged. So neither interacts with $ii^T$ (`same1`, `same2`). The third gives $J_{ia}-K_{ia}$ (`hJK`), so
$$\operatorname{tr}(i_t i_t^T\,G(ii^T))=\sin^2 t\,(J_{ia}-K_{ia}).$$

```lean
/-- For eightfold symmetric integrals, the rotated orbital interacts with the original one
by `sin(t)^2 (J_ia - K_ia)`. -/
theorem rotated_interaction (hg : EightfoldSymmetric g) (i a : n → ℝ) (t : ℝ) :
    trace (vecMulVec (rotated i a t) (rotated i a t) * meanField g (vecMulVec i i)) =
      Real.sin t ^ 2 * (coulomb g i a - exchange g i a) := by
  -- two products with the same left vector, or the same right vector, do not interact
  have same1 : ∀ x y w : n → ℝ,
      trace (vecMulVec x y * meanField g (vecMulVec x w)) = 0 := fun x y w => by
    linarith [interaction_antisymm g x y x w]
  have same2 : ∀ x y z : n → ℝ,
      trace (vecMulVec x y * meanField g (vecMulVec z y)) = 0 := fun x y z => by
    linarith [interaction_antisymm g x y z y, interaction_comm hg (vecMulVec x y) (vecMulVec z y)]
  have hJK : trace (vecMulVec i i * meanField g (vecMulVec a a)) =
      coulomb g i a - exchange g i a := by
    rw [Matrix.trace_mul_comm]
    simp only [trace, diag_apply, mul_apply, meanField, Matrix.of_apply, vecMulVec_apply,
      coulomb, exchange, ← Finset.sum_sub_distrib, Finset.sum_mul]
    refine Finset.sum_congr rfl fun p _ => Finset.sum_congr rfl fun q _ =>
      Finset.sum_congr rfl fun r _ => Finset.sum_congr rfl fun s _ => ?_
    ring
  have e : vecMulVec (rotated i a t) (rotated i a t) =
      Real.cos t • vecMulVec i (rotated i a t) +
        Real.sin t • (Real.cos t • vecMulVec a i + Real.sin t • vecMulVec a a) := by
    ext p q
    simp only [rotated, vecMulVec_apply, Matrix.add_apply, Matrix.smul_apply, Pi.add_apply,
      Pi.smul_apply, smul_eq_mul]
    ring
  rw [e]
  simp only [Matrix.add_mul, Matrix.smul_mul, trace_add, trace_smul, smul_eq_mul, same1, same2]
  rw [interaction_comm hg (vecMulVec a a), hJK]
  ring
```

## The energy at every angle

Let $D_0$ be the density of the other occupied orbitals, $D=D_0+ii^T$, $F=F(D)$ and $\Delta=i_t i_t^T-ii^T$. Write $F_{uv}=u^TFv$, which is `u ⬝ᵥ F *ᵥ v` in Lean. Since $F$ is symmetric, $F_{ai}=F_{ia}$, and the first-order term is
$$\operatorname{tr}(\Delta F)=\cos^2 t\,F_{ii}+2\sin t\cos t\,F_{ia}+\sin^2 t\,F_{aa}-F_{ii}=\sin 2t\,F_{ia}+\sin^2 t\,(F_{aa}-F_{ii}).$$
In the second-order term the self-interactions vanish and two equal cross terms remain:
$$\tfrac12\operatorname{tr}(\Delta\,G(\Delta))=-\sin^2 t\,(J_{ia}-K_{ia}).$$
Adding them gives
$$E(D_0+i_t i_t^T)-E(D)=\sin 2t\,F_{ia}+\sin^2 t\,(F_{aa}-F_{ii}-J_{ia}+K_{ia}).$$
The theorem states this for symmetric $h$ and $D_0$, eightfold symmetric $g$, any vectors $i,a$ and any real $t$. In its proof, `hF` and `hs` give the symmetry of $F$, while `one` and `two` are the terms of first and second order.

```lean
variable {h} {D0 : Matrix n n ℝ}

/-- Exact single rotation: for symmetric `D0` and `h` and eightfold symmetric `g`, turning `i`
towards `a` by `t` changes the energy by
`sin(2t) F_ia + sin(t)^2 (F_aa - F_ii - J_ia + K_ia)`, with `F` taken before the rotation. -/
theorem energy_rotation (hh : h.IsSymm) (hD : D0.IsSymm) (hg : EightfoldSymmetric g)
    (i a : n → ℝ) (t : ℝ) :
    let F := fock h g (D0 + vecMulVec i i)
    energy h g (D0 + vecMulVec (rotated i a t) (rotated i a t))
        - energy h g (D0 + vecMulVec i i) =
      Real.sin (2 * t) * (i ⬝ᵥ F *ᵥ a) + Real.sin t ^ 2 *
        (a ⬝ᵥ F *ᵥ a - i ⬝ᵥ F *ᵥ i - coulomb g i a + exchange g i a) := by
  intro F
  -- the Fock matrix is symmetric
  have hF : F.IsSymm := by
    refine Matrix.IsSymm.ext fun p q => ?_
    simp only [F, fock, Matrix.add_apply, meanField, Matrix.of_apply]
    rw [hh.apply p q]
    congr 1
    refine Finset.sum_comm.trans ?_
    refine Finset.sum_congr rfl fun s _ => Finset.sum_congr rfl fun r _ => ?_
    have e1 : vecMulVec i i r s = vecMulVec i i s r := by
      simp only [vecMulVec_apply, mul_comm]
    have e2 : g q p r s = g p q s r := (hg.bra _ _ _ _).trans (hg.ket _ _ _ _)
    rw [hD.apply s r, e1, e2, hg.swap q r p s]
  have hs : a ⬝ᵥ F *ᵥ i = i ⬝ᵥ F *ᵥ a := by
    rw [Matrix.dotProduct_mulVec, ← Matrix.mulVec_transpose, hF.eq, dotProduct_comm]
  have el : ∀ u : n → ℝ, trace (vecMulVec u u * F) = u ⬝ᵥ F *ᵥ u := by
    intro u
    simp only [trace, diag_apply, mul_apply, vecMulVec_apply, dotProduct, mulVec,
      Finset.mul_sum]
    refine Finset.sum_comm.trans ?_
    refine Finset.sum_congr rfl fun q _ => Finset.sum_congr rfl fun p _ => ?_
    ring
  -- first-order term
  have one : trace ((vecMulVec (rotated i a t) (rotated i a t) - vecMulVec i i) * F) =
      2 * Real.sin t * Real.cos t * (i ⬝ᵥ F *ᵥ a)
        + Real.sin t ^ 2 * (a ⬝ᵥ F *ᵥ a - i ⬝ᵥ F *ᵥ i) := by
    rw [Matrix.sub_mul, trace_sub, el, el]
    simp only [rotated, Matrix.mulVec_add, Matrix.mulVec_smul, dotProduct_add, add_dotProduct,
      smul_dotProduct, dotProduct_smul, smul_eq_mul]
    linear_combination Real.cos t * Real.sin t * hs
      + (i ⬝ᵥ F *ᵥ i) * Real.sin_sq_add_cos_sq t
  -- second-order term, free of self-repulsion
  have self : ∀ u : n → ℝ, trace (vecMulVec u u * meanField g (vecMulVec u u)) = 0 :=
    fun u => by linarith [interaction_antisymm g u u u u]
  have two : trace ((vecMulVec (rotated i a t) (rotated i a t) - vecMulVec i i) *
      meanField g (vecMulVec (rotated i a t) (rotated i a t) - vecMulVec i i)) =
      -2 * (Real.sin t ^ 2 * (coulomb g i a - exchange g i a)) := by
    rw [meanField_sub]
    simp only [Matrix.sub_mul, Matrix.mul_sub, trace_sub, self]
    rw [interaction_comm hg (vecMulVec i i), rotated_interaction hg]
    ring
  rw [energy_expansion h hg (D0 + vecMulVec i i), add_sub_add_left_eq_sub, one, two,
    Real.sin_two_mul]
  ring
```

The hypotheses do not make $D_0+i_t i_t^T$ the density of a Slater determinant. It is one at every angle when $D_0$ is built from orthonormal occupied orbitals, and $i$ and $a$ are orthonormal and orthogonal to them, all in the overlap metric of the basis. A closed-shell rotation that turns both spin partners together is a different path.

With one electron, $D_0=0$, and the absence of self-repulsion gives $F_{ii}=h_{ii}$, $F_{ia}=h_{ia}$ and $F_{aa}=h_{aa}+J_{ia}-K_{ia}$. The two-electron integrals then cancel, leaving $\sin 2t\,h_{ia}+\sin^2 t\,(h_{aa}-h_{ii})$, as they should.

The formula fails for arbitrary $h$. Take $g=0$, $D_0=0$, $i=(1,0)$, $a=(0,1)$, and let $h_{12}=1$ be the only non-zero entry of $h$. The energy changes by $\sin t\cos t$, but the formula gives $\sin 2t$, twice as much. What is lost is the equality $F_{ia}=F_{ai}$.

## The slope at zero angle

Since $\sin 2t=2\sin t\cos t$, the energy is a constant plus $2F_{ia}\sin t\cos t+c\,\sin^2 t$, with $c$ independent of $t$. At $t=0$ the derivative of $\sin t\cos t$ is $1$ and that of $\sin^2 t$ is $0$, so
$$\left.\frac{dE}{dt}\right|_{t=0}=2F_{ia}.$$
The energy is therefore stationary at $t=0$ under this rotation exactly when $F_{ia}=0$. This is the Brillouin condition as a statement about orbital rotations; matrix elements of the Hamiltonian between determinants do not enter. `HasDerivAt` says that the derivative exists and has this value.

```lean
/-- For symmetric `D0` and `h` and eightfold symmetric `g`, the slope of the energy at zero rotation
angle is `2 F_ia`, with `F` the Fock matrix at that angle. -/
theorem brillouin_slope (hh : h.IsSymm) (hD : D0.IsSymm) (hg : EightfoldSymmetric g)
    (i a : n → ℝ) :
    HasDerivAt (fun t => energy h g (D0 + vecMulVec (rotated i a t) (rotated i a t)))
      (2 * (i ⬝ᵥ fock h g (D0 + vecMulVec i i) *ᵥ a)) 0 := by
  obtain ⟨c, hc⟩ : ∃ c : ℝ, ∀ t,
      energy h g (D0 + vecMulVec (rotated i a t) (rotated i a t)) =
        energy h g (D0 + vecMulVec i i) +
          (2 * (i ⬝ᵥ fock h g (D0 + vecMulVec i i) *ᵥ a) * (Real.sin t * Real.cos t)
            + c * Real.sin t ^ 2) := by
    refine ⟨a ⬝ᵥ fock h g (D0 + vecMulVec i i) *ᵥ a - i ⬝ᵥ fock h g (D0 + vecMulVec i i) *ᵥ i
      - coulomb g i a + exchange g i a, fun t => ?_⟩
    have k := energy_rotation hh hD hg i a t
    simp only [Real.sin_two_mul] at k
    linear_combination k
  simp only [hc]
  have h1 := Real.hasDerivAt_sin 0
  have h2 := Real.hasDerivAt_cos 0
  refine ((((h1.fun_mul h2).const_mul _).fun_add
    ((h1.fun_pow 2).const_mul _)).const_add _).congr_deriv ?_
  simp
```

## Integrals with the required symmetry

A purely algebraic example with two indices, its numbers chosen by hand and not computed from orbitals, is $(pq|rs)=B_{pq}B_{rs}$ with $B=\begin{pmatrix}2&1\\1&2\end{pmatrix}$. The symmetry of $B$ gives the exchanges within each pair, and commuting the two factors exchanges the pairs. For the two basis vectors, $J=4$ and $K=1$, so the interaction correction in the rotation formula is not zero.

```lean
/-- The integrals `(pq|rs) = B_pq B_rs` with `B = !![2, 1; 1, 2]` have the eightfold symmetry. -/
theorem eightfoldSymmetric_witness :
    let B : Matrix (Fin 2) (Fin 2) ℝ := !![2, 1; 1, 2]
    EightfoldSymmetric fun p q r s => B p q * B r s := by
  intro B
  have hB : ∀ p q, B p q = B q p := by
    intro p q
    fin_cases p <;> fin_cases q <;> simp [B]
  exact ⟨fun p q r s => congrArg (fun x => x * B r s) (hB p q),
    fun p q r s => congrArg (fun x => B p q * x) (hB r s), fun p q r s => mul_comm _ _⟩

end

end HartreeFockSingleRotation
```

```lean
#print axioms HartreeFockSingleRotation.energy_rotation
-- 'HartreeFockSingleRotation.energy_rotation' depends on axioms: [propext, Classical.choice, Quot.sound]
#print axioms HartreeFockSingleRotation.brillouin_slope
-- 'HartreeFockSingleRotation.brillouin_slope' depends on axioms: [propext, Classical.choice, Quot.sound]
```
